# At fixed coefficients, the PAW error of a Hermitian expectation value is linear in the part of the smooth wavefunction that the partial waves miss

A plane-wave PAW code evaluates an expectation value by taking it in the smooth wavefunction and adding a correction built from projections and tabulated one-centre matrix elements. For a Hermitian operator and one set of partial waves, the theorems below give the difference between this expression and the expectation value in the reconstructed all-electron wavefunction, neither of them divided by a squared norm.

```lean
import Mathlib

open ComplexConjugate

namespace PAWIncompleteness

noncomputable section

variable {E : Type*} [NormedAddCommGroup E] [InnerProductSpace ℂ E]
variable {ι : Type*} [Fintype ι]

/-- The partial-wave expansion `∑ i, c i • t i`. -/
def expand (c : ι → ℂ) (t : ι → E) : E := ∑ i, c i • t i

/-- The augmentation `d = ∑ i, c i • (f i - t i)`, which replaces smooth partial waves `t`
by all-electron partial waves `f`. -/
def augmentation (c : ι → ℂ) (t f : ι → E) : E := expand c (fun i => f i - t i)

/-- The PAW expression for an expectation value: the smooth term, plus the all-electron
one-centre term, minus the smooth one-centre term. -/
def pawExpectation (A : E →ₗ[ℂ] E) (c : ι → ℂ) (t f : ι → E) (ψ : E) : ℂ :=
  inner ℂ ψ (A ψ) + inner ℂ (expand c f) (A (expand c f))
    - inner ℂ (expand c t) (A (expand c t))

/-- The expectation value in the reconstructed wavefunction `ψ + d` minus the PAW expression. -/
def pawError (A : E →ₗ[ℂ] E) (c : ι → ℂ) (t f : ι → E) (ψ : E) : ℂ :=
  inner ℂ (ψ + augmentation c t f) (A (ψ + augmentation c t f)) - pawExpectation A c t f ψ

/-- The PAW expression in terms of the one-centre matrix elements of the operator between
partial waves. -/
theorem pawExpectation_eq_sum (A : E →ₗ[ℂ] E) (c : ι → ℂ) (t f : ι → E) (ψ : E) :
    pawExpectation A c t f ψ = inner ℂ ψ (A ψ) +
      ∑ i, ∑ j, conj (c i) * c j * (inner ℂ (f i) (A (f j)) - inner ℂ (t i) (A (t j))) := by
  have key : ∀ g : ι → E, inner ℂ (expand c g) (A (expand c g)) =
      ∑ i, ∑ j, conj (c i) * c j * inner ℂ (g i) (A (g j)) := by
    intro g
    unfold expand
    rw [map_sum, sum_inner]
    refine Finset.sum_congr rfl fun i _ => ?_
    rw [inner_sum]
    refine Finset.sum_congr rfl fun j _ => ?_
    rw [map_smul, inner_smul_left, inner_smul_right]
    ring
  unfold pawExpectation
  rw [key f, key t]
  simp only [mul_sub, Finset.sum_sub_distrib]
  ring

/-- For a Hermitian operator, adding `d` to a state `x` changes the expectation value by
the expectation value in `d` and twice the real part of the cross term. -/
theorem expectation_add {A : E →ₗ[ℂ] E} (hA : A.IsSymmetric) (x d : E) :
    inner ℂ (x + d) (A (x + d)) =
      inner ℂ x (A x) + inner ℂ d (A d) + ((2 * (inner ℂ x (A d)).re : ℝ) : ℂ) := by
  -- Hermiticity makes the two cross terms complex conjugates of each other
  have h : inner ℂ d (A x) = conj (inner ℂ x (A d)) := by
    rw [inner_conj_symm]
    exact (hA d x).symm
  rw [← Complex.add_conj, ← h, map_add, inner_add_left, inner_add_right, inner_add_right]
  ring

/-- For a Hermitian operator, the error of the PAW expression is `2 Re ⟨r, A d⟩`, where
`r = ψ - ∑ i, c i • t i` is the part of `ψ` missed by the smooth partial waves. -/
theorem pawError_eq {A : E →ₗ[ℂ] E} (hA : A.IsSymmetric) (c : ι → ℂ) (t f : ι → E) (ψ : E) :
    pawError A c t f ψ =
      ((2 * (inner ℂ (ψ - expand c t) (A (augmentation c t f))).re : ℝ) : ℂ) := by
  have hf : expand c f = expand c t + augmentation c t f := by
    simp [augmentation, expand, smul_sub, Finset.sum_sub_distrib]
  unfold pawError pawExpectation
  -- the terms quadratic in the augmentation cancel
  rw [hf, expectation_add hA ψ, expectation_add hA (expand c t), inner_sub_left, Complex.sub_re]
  push_cast
  ring

/-- For a Hermitian operator, the PAW error is at most twice the norm of the residual times
the norm of `A d`. -/
theorem norm_pawError_le {A : E →ₗ[ℂ] E} (hA : A.IsSymmetric) (c : ι → ℂ) (t f : ι → E)
    (ψ : E) :
    ‖pawError A c t f ψ‖ ≤ 2 * (‖ψ - expand c t‖ * ‖A (augmentation c t f)‖) := by
  rw [pawError_eq hA, Complex.norm_real, Real.norm_eq_abs, abs_mul, abs_two]
  have h1 := Complex.abs_re_le_norm (inner ℂ (ψ - expand c t) (A (augmentation c t f)))
  have h2 := norm_inner_le_norm (𝕜 := ℂ) (ψ - expand c t) (A (augmentation c t f))
  linarith

variable [DecidableEq ι]

/-- Projectors dual to the smooth partial waves recover the expansion coefficients. -/
theorem inner_expand {p t : ι → E} (hpt : ∀ i j, inner ℂ (p i) (t j) = if i = j then 1 else 0)
    (c : ι → ℂ) (i : ι) : inner ℂ (p i) (expand c t) = c i := by
  simp [expand, hpt]

/-- Let the projectors be dual to the smooth partial waves and `A` be Hermitian. If `A d` lies
in the span of the projectors, the PAW expression is exact for every `ψ` with projections `c`. -/
theorem pawError_eq_zero {A : E →ₗ[ℂ] E} (hA : A.IsSymmetric) {p t : ι → E}
    (hpt : ∀ i j, inner ℂ (p i) (t j) = if i = j then 1 else 0) (f : ι → E) (c : ι → ℂ)
    (h : A (augmentation c t f) ∈ Submodule.span ℂ (Set.range p))
    (ψ : E) (hψ : ∀ i, inner ℂ (p i) ψ = c i) : pawError A c t f ψ = 0 := by
  -- the residual is orthogonal to every projector, hence to their span
  have hr : ∀ i, inner ℂ (p i) (ψ - expand c t) = 0 := fun i => by
    rw [inner_sub_right, hψ, inner_expand hpt, sub_self]
  have hle : Submodule.span ℂ (Set.range p) ≤
      (Submodule.span ℂ {ψ - expand c t}).orthogonal := by
    rw [Submodule.span_le]
    rintro _ ⟨i, rfl⟩
    exact Submodule.mem_orthogonal_singleton_iff_inner_right.2
      (by rw [← inner_conj_symm, hr i, map_zero])
  rw [pawError_eq hA, Submodule.mem_orthogonal_singleton_iff_inner_right.1 (hle h)]
  simp

/-- Let the projectors be dual to the smooth partial waves and `A` be Hermitian. If `A d` lies
outside the span of the projectors, every real number, of either sign, is the PAW error of some
`ψ` with projections `c`. -/
theorem exists_pawError_eq {A : E →ₗ[ℂ] E} (hA : A.IsSymmetric) {p t : ι → E}
    (hpt : ∀ i j, inner ℂ (p i) (t j) = if i = j then 1 else 0) (f : ι → E) (c : ι → ℂ)
    (h : A (augmentation c t f) ∉ Submodule.span ℂ (Set.range p)) (x : ℝ) :
    ∃ ψ : E, (∀ i, inner ℂ (p i) ψ = c i) ∧ pawError A c t f ψ = (x : ℂ) := by
  have : FiniteDimensional ℂ (Submodule.span ℂ (Set.range p)) :=
    FiniteDimensional.span_of_finite ℂ (Set.finite_range p)
  -- a direction invisible to the projectors that overlaps with `A d`
  obtain ⟨u, hu, hw⟩ : ∃ u ∈ (Submodule.span ℂ (Set.range p)).orthogonal,
      inner ℂ u (A (augmentation c t f)) ≠ 0 := by
    by_contra hcon
    push Not at hcon
    have hmem := (Submodule.mem_orthogonal _ _).2 hcon
    rw [Submodule.orthogonal_orthogonal] at hmem
    exact h hmem
  have hpu : ∀ i, inner ℂ (p i) u = 0 := fun i =>
    (Submodule.mem_orthogonal _ _).1 hu _ (Submodule.subset_span ⟨i, rfl⟩)
  -- scale this direction to produce the prescribed error
  refine ⟨expand c t + conj ((x : ℂ) / 2 / inner ℂ u (A (augmentation c t f))) • u,
    fun i => ?_, ?_⟩
  · rw [inner_add_right, inner_smul_right, hpu, inner_expand hpt, mul_zero, add_zero]
  · rw [pawError_eq hA, add_sub_cancel_left, inner_smul_left, Complex.conj_conj,
      div_mul_cancel₀ _ hw]
    have hx : ((x : ℂ) / 2).re = x / 2 := by simp
    rw [hx]
    push_cast
    ring

/-- In a two-level space with one partial wave `t = (1, 0)`, projector `t`, all-electron wave
`f = (2, 0)` and the operator exchanging the two levels, the operator is Hermitian, the projector
is dual to `t`, and `A d` lies outside the span of the projector. -/
theorem exists_pawError_eq_witness :
    let t : Fin 1 → EuclideanSpace ℂ (Fin 2) := fun _ => !₂[1, 0]
    let f : Fin 1 → EuclideanSpace ℂ (Fin 2) := fun _ => !₂[2, 0]
    let A : EuclideanSpace ℂ (Fin 2) →ₗ[ℂ] EuclideanSpace ℂ (Fin 2) :=
      Matrix.toEuclideanLin !![0, 1; 1, 0]
    A.IsSymmetric ∧ (∀ i j, inner ℂ (t i) (t j) = if i = j then 1 else 0) ∧
      A (augmentation (fun _ => 1) t f) ∉ Submodule.span ℂ (Set.range t) := by
  intro t f A
  refine ⟨Matrix.isSymmetric_toEuclideanLin_iff.2 (Matrix.IsHermitian.ext ?_), ?_, ?_⟩
  · intro i j
    fin_cases i <;> fin_cases j <;> simp
  · intro i j
    rw [if_pos (Subsingleton.elim i j), PiLp.inner_apply, Fin.sum_univ_two]
    simp [t]
  · intro h
    have hA1 : ∀ v : EuclideanSpace ℂ (Fin 2), (A v).ofLp 1 = v.ofLp 0 := by
      intro v
      change (Matrix.mulVec !![0, 1; 1, 0] v.ofLp) 1 = _
      simp [Matrix.mulVec, dotProduct, Fin.sum_univ_two]
    change _ ∈ Submodule.span ℂ
      (Set.range fun _ : Fin 1 => (!₂[1, 0] : EuclideanSpace ℂ (Fin 2))) at h
    rw [Set.range_const, Submodule.mem_span_singleton] at h
    obtain ⟨a, ha⟩ := h
    -- compare the second components
    have h1 : (a • (!₂[1, 0] : EuclideanSpace ℂ (Fin 2))).ofLp 1 =
        (A (augmentation (fun _ => 1) t f)).ofLp 1 := by rw [ha]
    rw [hA1] at h1
    norm_num [augmentation, expand, t, f] at h1

end

end PAWIncompleteness
```

```lean
#print axioms PAWIncompleteness.pawError_eq
#print axioms PAWIncompleteness.norm_pawError_le
#print axioms PAWIncompleteness.pawError_eq_zero
#print axioms PAWIncompleteness.exists_pawError_eq
```

```
'PAWIncompleteness.pawError_eq' depends on axioms: [propext, Classical.choice, Quot.sound]
'PAWIncompleteness.norm_pawError_le' depends on axioms: [propext, Classical.choice, Quot.sound]
'PAWIncompleteness.pawError_eq_zero' depends on axioms: [propext, Classical.choice, Quot.sound]
'PAWIncompleteness.exists_pawError_eq' depends on axioms: [propext, Classical.choice, Quot.sound]
```

## The smooth wavefunction and its reconstruction

Near a nucleus the all-electron wavefunction oscillates too rapidly for a practical plane-wave basis. PAW therefore works with a smooth wavefunction $\psi$ and restores the oscillations from atomic data: smooth partial waves $t_i$ and all-electron partial waves $f_i$. With coefficients $c_i$, define

$$s=\sum_i c_i t_i,\qquad d=\sum_i c_i(f_i-t_i),\qquad r=\psi-s .$$

The reconstructed wavefunction is $\psi+d$. The residual $r$ is what the smooth expansion $s$ leaves out of $\psi$. Textbooks usually put a tilde on the smooth quantities and write $\phi_i$ and $\tilde\phi_i$ for the partial waves; here $\psi$ without a tilde is the smooth wavefunction.

For an operator $A$, the PAW expression is

$$P=\langle\psi,A\psi\rangle+\langle s+d,A(s+d)\rangle-\langle s,As\rangle ,$$

where $s+d=\sum_i c_i f_i$. The main result is

$$\langle\psi+d,A(\psi+d)\rangle-P=2\,\mathrm{Re}\langle r,Ad\rangle .$$

The error is the reconstructed value minus the PAW value, so a positive error means that PAW gives too small a number. If the smooth expansion $s$ equals $\psi$, then $r=0$ and the error vanishes. In practice $s$ is meant to represent $\psi$ only inside an augmentation sphere around the nucleus, outside which $f_i=t_i$. There $d=0$, so for a local operator, including a differential operator, $Ad$ vanishes outside the sphere and only the part of $r$ inside contributes to the error.

## In a calculation

For each occupied band $n$ with smooth wavefunction $\psi_n$, the code computes the projections $c_i^{(n)}=\langle p_i,\psi_n\rangle$ with projector functions $p_i$. With occupations $w_n$ it accumulates the matrix $\rho_{ij}=\sum_n w_n\overline{c_i^{(n)}}c_j^{(n)}$ and adds

$$\sum_{ij}\rho_{ij}\bigl(\langle f_i,Af_j\rangle-\langle t_i,At_j\rangle\bigr)$$

to the plane-wave sum $\sum_n w_n\langle\psi_n,A\psi_n\rangle$. The bracket depends only on the atomic data and the operator, so for a fixed operator it can be tabulated once. With $A$ the identity, the same recipe gives the squared PAW norm of a band, and the error of that squared norm is $2\,\mathrm{Re}\langle r,d\rangle$.

The result thus bears on one-electron quantities in electronic-structure calculations, one state and one linear operator at a time; Hartree and exchange-correlation energies, being nonlinear in the density, are not of this form.

## What the Lean statements say

The space `E` is a complex inner-product space of any dimension, and `ι` is a finite index set for the partial waves. Mathlib's `inner ℂ x y` is $\langle x,y\rangle$, conjugate-linear in the first argument as in Dirac notation. The function `expand c t` is $s$, `augmentation c t f` is $d$, and `ψ - expand c t` is $r$. The definitions `pawExpectation` and `pawError` are $P$ and the error.

The operator `A : E →ₗ[ℂ] E` is a linear map defined on all of `E`, and `A.IsSymmetric` says that $\langle Ax,y\rangle=\langle x,Ay\rangle$ for all vectors. A finite basis set fits this directly; to use an unbounded operator such as the kinetic energy itself as `A`, one needs a space of functions that it maps into itself. This excludes all-electron s waves with a cusp at a point nucleus, since applying the kinetic energy twice to them gives a delta function. For given $\psi$, $t_i$ and $f_i$ in the domain of the operator, the error formula still applies if `E` is their finite-dimensional span and `A` is the operator followed by orthogonal projection onto `E`, because this leaves all matrix elements between vectors of `E` unchanged.

Expectation values are kept as complex numbers. The equation in `pawError_eq` therefore also says that the error has no imaginary part. That theorem holds for arbitrary coefficients, whether or not they are projections of $\psi$. The bound `norm_pawError_le` reads

$$|\text{error}|\le 2\,\|r\|\,\|Ad\| .$$

The linearity in $r$ is over the real numbers and at fixed $c_i$, hence fixed $d$. If $\psi$ is rescaled and its projections follow, $r$ and $d$ both scale and the error changes quadratically.

The last three theorems concern the sign. The first two assume projectors dual to the smooth partial waves, $\langle p_i,t_j\rangle=\delta_{ij}$, and concern the vectors $\psi$ with $\langle p_i,\psi\rangle=c_i$. This duality is the standard PAW condition that makes the projections of an expansion return its coefficients. There are two cases:

- If $Ad$ lies in the span of the projectors, `pawError_eq_zero` says that the error is zero for every $\psi$ with these projections, even when $r\neq0$.
- If $Ad$ lies outside that span, `exists_pawError_eq` says that every real number is the error of some $\psi$ with these projections. Both signs then occur.

The vectors $\psi$ in the second case are not normalised. By the bound, a large error $x$ requires a large residual, $\|r\|\ge|x|/(2\|Ad\|)$.

The theorem `exists_pawError_eq_witness` supplies a two-level instance of the second case: $t=p=(1,0)$, $f=(2,0)$, $c=1$, and $A$ exchanges the two components. Then $d=(1,0)$ and $Ad=(0,1)$, which is not a multiple of $p$. For $\psi=(1,z)$ with a complex number $z$, the reconstructed expectation value is $4\,\mathrm{Re}\,z$, the PAW expression is $2\,\mathrm{Re}\,z$, and the error is $2\,\mathrm{Re}\,z$. Dividing by the squared norm $4+|z|^2$ of $\psi+d$ gives normalised values: for $z=\pm2$ the reconstructed value is $\pm1$ and the PAW value is $\pm\tfrac12$.

The step from this model to a molecule or solid is the sum over atoms. PAW adds its one-centre terms site by site, whereas a single index set running over all atoms would mix sites, so `ι` should be read as the partial waves of one atom. Expanding the site-by-site expression in the same way, a calculation done here without a Lean proof, gives $\sum_a 2\,\mathrm{Re}\langle\psi-s_a,Ad_a\rangle+\sum_{a\ne b}\langle d_a,Ad_b\rangle$, where $a$ and $b$ label atoms; the second sum vanishes when the augmentation spheres do not overlap and $A$ is local.

## Cancelling the quadratic terms

Start with any vector $x$ and expand:

$$\langle x+d,A(x+d)\rangle=\langle x,Ax\rangle+\langle x,Ad\rangle+\langle d,Ax\rangle+\langle d,Ad\rangle .$$

Since $A$ is Hermitian, $\langle d,Ax\rangle=\langle Ad,x\rangle=\overline{\langle x,Ad\rangle}$. The two cross terms add up to $2\,\mathrm{Re}\langle x,Ad\rangle$. This is `expectation_add`, whose local statement `h` is the conjugation step.

Apply the identity with $x=\psi$ and with $x=s$:

$$\langle\psi+d,A(\psi+d)\rangle=\langle\psi,A\psi\rangle+\langle d,Ad\rangle+2\,\mathrm{Re}\langle\psi,Ad\rangle,$$

$$P=\langle\psi,A\psi\rangle+\langle d,Ad\rangle+2\,\mathrm{Re}\langle s,Ad\rangle .$$

In the second line, $\langle s,As\rangle$ has already cancelled against the smooth one-centre term. Subtracting the lines removes $\langle d,Ad\rangle$ and leaves $2\,\mathrm{Re}\langle\psi-s,Ad\rangle$. The proof of `pawError_eq` does the same: `hf` establishes $\sum_i c_if_i=s+d$, two rewrites with `expectation_add` expand the expectation values, and `ring` collects the terms.

The bound follows from $|\mathrm{Re}\,z|\le|z|$ for a complex number $z$ and the Cauchy–Schwarz inequality. These are `h1` and `h2` in `norm_pawError_le`, combined by `linarith`.

The matrix-element form used in calculations comes from inserting the expansion for $g=f$ and for $g=t$:

$$\Bigl\langle\sum_i c_ig_i,\,A\sum_j c_jg_j\Bigr\rangle=\sum_{ij}\overline{c_i}\,c_j\langle g_i,Ag_j\rangle .$$

In `pawExpectation_eq_sum` this identity is `key`, and the difference of its two instances is the one-centre correction. Hermiticity is not used there.

## Residuals that the projectors cannot see

Duality gives $\langle p_i,s\rangle=\sum_j c_j\langle p_i,t_j\rangle=c_i$, which is `inner_expand`. If $\psi$ has the same projections, then

$$\langle p_i,r\rangle=\langle p_i,\psi\rangle-\langle p_i,s\rangle=c_i-c_i=0 .$$

The residual is orthogonal to every projector, and by linearity to their span $W$. If $Ad\in W$, then $\langle r,Ad\rangle=0$ and the error vanishes. In `pawError_eq_zero`, `hr` is the orthogonality to each projector and `hle` extends it to the span.

Now suppose $Ad\notin W$. Since $W$ is finite-dimensional, $Ad$ can be split as $Ad=w+u$ with $w\in W$ and $u$ orthogonal to $W$. The vector $u$ is nonzero, and $\langle u,Ad\rangle=\|u\|^2>0$. For a prescribed real error $x$, take

$$\psi=s+\lambda u,\qquad \lambda=\frac{x}{2\|u\|^2}.$$

Its projections are $\langle p_i,\psi\rangle=c_i+\lambda\langle p_i,u\rangle=c_i$. Its residual is $r=\lambda u$, so the error is $2\lambda\|u\|^2=x$.

The proof of `exists_pawError_eq` finds $u$ by contradiction. If every vector orthogonal to $W$ were also orthogonal to $Ad$, then $Ad$ would lie in the double orthogonal complement of $W$, which equals $W$ because $W$ is finite-dimensional. This argument yields only $\langle u,Ad\rangle\ne0$, possibly complex, so Lean uses the coefficient $\lambda=\overline{(x/2)/\langle u,Ad\rangle}$. The conjugate compensates for the conjugate-linear first argument and makes $\langle\lambda u,Ad\rangle=x/2$.

For the two-level instance, Hermiticity and duality are checked component by component. If $Ad$ were a multiple of $(1,0)$, its second component would be zero; `hA1` shows that this component equals the first component of $d$, which is 1.
